# Patterson symmetry and a lower bound at Harker vectors for nonnegative densities on a periodic grid

## A false peak from the wrong symmetry

Take a crystal with a twofold screw axis, and clean up its Patterson map by averaging over the identity and the screw operation, half-period translation included. The average copies half the height of the origin peak, the highest point of the map, to the point half a period along the axis. That point lies on the plane where one looks for vectors between screw-related atoms, so the artefact reads as an atom sitting on the axis.

The mistake is to give the map the symmetry of the density. The Patterson function records differences between positions, and a translation applied to both ends of a difference vector cancels. What survives is the matrix part of the operation, together with inversion. The translation is still visible in another way: an atom and its symmetry image are separated by a vector that contains it, and for a nonnegative density the map has a guaranteed minimum height there.

## Density, operation and Patterson function

Let the unit cell be sampled on a periodic grid with $N \ge 1$ points along each of $n$ directions. A grid point $x$ is a vector of integers modulo $N$, and the density $r$ assigns a real number to each point. A space-group operation acts as
$$g x = R x + t,$$
with a square matrix $R$ and a vector $t$, both with entries modulo $N$. The density is invariant under $g$ if $r(gx) = r(x)$ for every $x$. The Patterson function is
$$P(u) = \sum_x r(x)\, r(x+u).$$

If $R$ is invertible, $r \ge 0$ and $r$ is invariant under $g$, then for all $u$ and $x$
$$P(Ru) = P(u) = P(-u), \qquad P(gx - x) \ge r(x)^2.$$

The vector $gx - x$ is the Harker vector of $x$. The second statement bounds the height of the map there from below. It does not say that the map has a local maximum at that point, nor that every high value on a Harker section comes from a symmetry-related pair.

In Lean, grid points have type `ι → ZMod N`, where the finite type `ι` labels the directions. The operation is `act R t`, invariance is `IsInvariant r R t`, and the map is `patterson r`. The condition `IsUnit R` says that $R$ has an inverse modulo $N$. A crystallographic operation written in the lattice basis has an integer matrix of determinant $\pm 1$, so it meets this condition on every grid. The hypothesis `h0` is nonnegativity, which is natural for an electron density. The main theorem is `patterson_symmetry_and_harker`.

Some conventions are fixed by these definitions. Coordinates are counted in grid steps and not in fractions of the cell. The sum carries no volume element; multiplied by the volume per grid point, $P$ becomes a Riemann sum that approximates the integral over the cell. All directions have the same number of points, and the translation must fall on the grid: a half-period shift needs an even $N$. The theorem treats one operation at a time, and its density is exactly invariant. Structure factors, measurement error and the continuum limit do not enter.

For a density sampled on a finite grid that respects the symmetry, as can be arranged in a plane-wave electronic-structure calculation, the equalities mean that a direct summation of $P$ is needed only at one representative of each set of points related by $R$ and inversion. A fast Fourier transform gives the whole map at once, and the equalities then serve as a check on the result.

## The translation cancels in the sum

First, $g$ permutes the grid. If $Rx + t = Ry + t$, then $Rx = Ry$, and multiplying by a left inverse of $R$ gives $x = y$. An injective map of a finite set to itself is a bijection.

We may therefore substitute $y = gx$ in the Patterson sum:
$$P(Ru) = \sum_y r(y)\, r(y + Ru) = \sum_x r(gx)\, r(gx + Ru).$$
The second argument is
$$gx + Ru = Rx + t + Ru = R(x+u) + t = g(x+u).$$
Invariance now removes $g$ from both factors:
$$P(Ru) = \sum_x r(gx)\, r(g(x+u)) = \sum_x r(x)\, r(x+u) = P(u).$$

Inversion needs only a shift of the summation variable. With $y = x + u$,
$$P(-u) = \sum_y r(y)\, r(y-u) = \sum_x r(x+u)\, r(x) = P(u).$$

## Which atoms contribute at a Harker vector

Fix $x$ and write $d = gx - x$. Taking $x$ as the origin of the sum gives
$$P(d) = \sum_v r(x+v)\, r(x+v+d).$$
Consider a displacement $v$ that the matrix leaves alone, $Rv = v$. Then
$$x + v + d = v + Rx + t = R(x+v) + t = g(x+v),$$
so the point $x+v$ and its image are separated by the same vector $d$. By invariance this term equals $r(x+v)^2$. All other terms are products of nonnegative numbers, and dropping them can only lower the sum:
$$P(gx - x) \ge \sum_{v:\,Rv = v} r(x+v)^2.$$
The zero vector always satisfies $Rv = v$. Keeping only that term leaves $P(gx-x) \ge r(x)^2$.

The longer sum shows how contributions pile up. For a rotation or screw axis, every point on the line through $x$ parallel to the axis adds to the same Harker value.

The Harker vectors of a rotation or screw axis also share a section of the map. If a row vector $w$ satisfies $wR = w$, then
$$w\cdot(gx - x) = (wR)\cdot x + w\cdot t - w\cdot x = w \cdot t,$$
which does not depend on $x$.

## The twofold screw axis

Number the coordinates $0, 1, 2$, let the axis run along coordinate 1, and let the grid have even period $2M$ with $M \ge 1$. The operation is
$$g(x_0, x_1, x_2) = (-x_0,\; x_1 + M,\; -x_2),$$
and its Harker vector is
$$gx - x = (-2x_0,\; M,\; -2x_2).$$
All these vectors lie on the section $u_1 = M$, as the choice $w = (0,1,0)$ shows. The position of such a vector determines $x_0$ and $x_2$ only up to half a period each, because $2M = 0$ on this grid.

Densities with this symmetry are easy to make. Applying $g$ twice returns every point to itself, since the two half-period shifts add up to a full period. For any nonnegative $f$, the density $r(x) = f(x) + f(gx)$ is then nonnegative, and $r(gx) = f(gx) + f(x) = r(x)$.

## A density with a negative value violates the bound

Take one direction with $N = 3$, the inversion $gx = -x$, and
$$r(0) = -1, \qquad r(1) = r(2) = 1.$$
This density is invariant. The Harker vector of $x = 1$ is $-1 - 1 = -2$, which equals $1$ modulo 3, and
$$P(1) = r(0)r(1) + r(1)r(2) + r(2)r(0) = -1 + 1 - 1 = -1.$$
The bound would require $P(1) \ge r(1)^2 = 1$. Invariance with a positive total density is thus not enough for the Harker bound. Negative values do occur in practice: a neutron scattering-length density can be negative at hydrogen, and a density map computed without its constant Fourier term averages to zero.

## The Lean file

```lean
import Mathlib

open Matrix

namespace PattersonSymmetry

variable {N : ℕ} {ι : Type*} [Fintype ι]

/-- The space-group operation `(R, t)` sends the grid point `x` to `R x + t`. -/
def act (R : Matrix ι ι (ZMod N)) (t x : ι → ZMod N) : ι → ZMod N :=
  R *ᵥ x + t

/-- A density is invariant under `(R, t)` if it takes equal values at `x` and `R x + t`. -/
def IsInvariant (r : (ι → ZMod N) → ℝ) (R : Matrix ι ι (ZMod N)) (t : ι → ZMod N) : Prop :=
  ∀ x, r (act R t x) = r x

/-- The Patterson function `P(u) = ∑ r(x) r(x + u)` of a density on the periodic grid. -/
def patterson [NeZero N] [DecidableEq ι] (r : (ι → ZMod N) → ℝ) (u : ι → ZMod N) : ℝ :=
  ∑ x, r x * r (x + u)

/-- A space-group operation with invertible matrix part permutes the grid points. -/
theorem act_bijective [NeZero N] [DecidableEq ι] {R : Matrix ι ι (ZMod N)} (hR : IsUnit R)
    (t : ι → ZMod N) : Function.Bijective (act R t) := by
  apply Finite.injective_iff_bijective.mp
  intro x y hxy
  obtain ⟨S, hS⟩ := hR.exists_left_inv
  have h : R *ᵥ x = R *ᵥ y := add_right_cancel hxy
  -- undo the matrix part with its left inverse
  have h2 : S *ᵥ (R *ᵥ x) = S *ᵥ (R *ᵥ y) := by rw [h]
  simpa [Matrix.mulVec_mulVec, hS] using h2

/-- If a density is invariant under `(R, t)` with `R` invertible, its Patterson function is
invariant under `R` alone, without the translation. -/
theorem patterson_rotation [NeZero N] [DecidableEq ι] {r : (ι → ZMod N) → ℝ}
    {R : Matrix ι ι (ZMod N)} {t : ι → ZMod N} (hR : IsUnit R) (hr : IsInvariant r R t)
    (u : ι → ZMod N) : patterson r (R *ᵥ u) = patterson r u := by
  unfold patterson
  -- substitute `y = R x + t` in the sum over the grid
  refine ((act_bijective hR t).sum_comp (fun y => r y * r (y + R *ᵥ u))).symm.trans ?_
  refine Finset.sum_congr rfl fun x _ => ?_
  have h : act R t x + R *ᵥ u = act R t (x + u) := by
    unfold act
    rw [Matrix.mulVec_add]
    abel
  show r (act R t x) * r (act R t x + R *ᵥ u) = r x * r (x + u)
  rw [h, hr, hr]

/-- For a nonnegative density invariant under `g = (R, t)`, the Patterson function at `g x - x`
is at least the sum of the squared densities at all points `x + v` with `R v = v`. -/
theorem harker_sum_le [NeZero N] [DecidableEq ι] {r : (ι → ZMod N) → ℝ}
    {R : Matrix ι ι (ZMod N)} {t : ι → ZMod N} (h0 : ∀ x, 0 ≤ r x) (hr : IsInvariant r R t)
    (x : ι → ZMod N) :
    ∑ v with R *ᵥ v = v, r (x + v) ^ 2 ≤ patterson r (act R t x - x) := by
  -- take `x` as the origin of the Patterson sum
  have hP : patterson r (act R t x - x)
      = ∑ v, r (x + v) * r (x + v + (act R t x - x)) :=
    (Equiv.sum_comp (Equiv.addLeft x) (fun y => r y * r (y + (act R t x - x)))).symm
  rw [hP]
  calc ∑ v with R *ᵥ v = v, r (x + v) ^ 2
      = ∑ v with R *ᵥ v = v, r (x + v) * r (x + v + (act R t x - x)) := by
        refine Finset.sum_congr rfl fun v hv => ?_
        have hv' : R *ᵥ v = v := (Finset.mem_filter.mp hv).2
        -- the image of `x + v` is displaced by the same vector as the image of `x`
        have h : x + v + (act R t x - x) = act R t (x + v) := by
          unfold act
          rw [Matrix.mulVec_add, hv']
          abel
        rw [h, hr, sq]
    _ ≤ ∑ v, r (x + v) * r (x + v + (act R t x - x)) :=
        Finset.sum_le_sum_of_subset_of_nonneg (Finset.filter_subset _ _)
          fun v _ _ => mul_nonneg (h0 _) (h0 _)

/-- For a nonnegative density invariant under `g = (R, t)`, the Patterson function at the
Harker vector `g x - x` is at least `r(x)²`. -/
theorem harker_peak [NeZero N] [DecidableEq ι] {r : (ι → ZMod N) → ℝ}
    {R : Matrix ι ι (ZMod N)} {t : ι → ZMod N} (h0 : ∀ x, 0 ≤ r x) (hr : IsInvariant r R t)
    (x : ι → ZMod N) : r x ^ 2 ≤ patterson r (act R t x - x) := by
  refine le_trans ?_ (harker_sum_le h0 hr x)
  -- keep only the term `v = 0`
  have h := Finset.single_le_sum (s := Finset.univ.filter fun v => R *ᵥ v = v)
    (f := fun v => r (x + v) ^ 2) (fun v _ => sq_nonneg _)
    (Finset.mem_filter.mpr ⟨Finset.mem_univ 0, Matrix.mulVec_zero R⟩)
  simpa using h

/-- For a nonnegative density invariant under `g = (R, t)` with `R` invertible, the Patterson
function obeys `P(R u) = P(u) = P(-u)`, and `P(g x - x) ≥ r(x)²` at every grid point `x`. -/
theorem patterson_symmetry_and_harker [NeZero N] [DecidableEq ι] {r : (ι → ZMod N) → ℝ}
    {R : Matrix ι ι (ZMod N)} {t : ι → ZMod N} (hR : IsUnit R) (h0 : ∀ x, 0 ≤ r x)
    (hr : IsInvariant r R t) :
    (∀ u, patterson r (R *ᵥ u) = patterson r u ∧ patterson r u = patterson r (-u)) ∧
      ∀ x, r x ^ 2 ≤ patterson r (act R t x - x) := by
  refine ⟨fun u => ⟨patterson_rotation hR hr u, ?_⟩, harker_peak h0 hr⟩
  -- exchange the two ends of each interatomic vector
  unfold patterson
  refine Eq.trans ?_ (Equiv.sum_comp (Equiv.addRight u) (fun y => r y * r (y + -u)))
  refine Finset.sum_congr rfl fun x _ => ?_
  show r x * r (x + u) = r (x + u) * r (x + u + -u)
  rw [add_neg_cancel_right, mul_comm]

/-- If the row vector `w` satisfies `w R = w`, every Harker vector of `g = (R, t)` lies on the
section `w · u = w · t`. -/
theorem harker_section {R : Matrix ι ι (ZMod N)} {w : ι → ZMod N} (hw : w ᵥ* R = w)
    (t x : ι → ZMod N) : w ⬝ᵥ (act R t x - x) = w ⬝ᵥ t := by
  unfold act
  rw [dotProduct_sub, dotProduct_add, Matrix.dotProduct_mulVec, hw]
  ring

/-- The matrix part of a twofold axis along the second coordinate. -/
def screwR (N : ℕ) : Matrix (Fin 3) (Fin 3) (ZMod N) :=
  !![-1, 0, 0; 0, 1, 0; 0, 0, -1]

/-- The translation by half a period along the second coordinate, on a grid of period `2M`. -/
def screwT (M : ℕ) : Fin 3 → ZMod (2 * M) :=
  ![0, (M : ZMod (2 * M)), 0]

/-- For a nonnegative density with a twofold screw axis along the second coordinate, the
Patterson function at `(-2x, M, -2z)` is at least the squared density at `(x, y, z)`. -/
theorem screw_harker_peak {M : ℕ} [NeZero (2 * M)] {r : (Fin 3 → ZMod (2 * M)) → ℝ}
    (h0 : ∀ x, 0 ≤ r x) (hr : IsInvariant r (screwR (2 * M)) (screwT M))
    (x : Fin 3 → ZMod (2 * M)) :
    r x ^ 2 ≤ patterson r ![-2 * x 0, (M : ZMod (2 * M)), -2 * x 2] := by
  have h : act (screwR (2 * M)) (screwT M) x - x
      = ![-2 * x 0, (M : ZMod (2 * M)), -2 * x 2] := by
    ext i
    fin_cases i <;>
      simp [act, screwR, screwT, dotProduct, Fin.sum_univ_succ] <;> ring
  rw [← h]
  exact harker_peak h0 hr x

/-- The twofold screw operation has an invertible matrix part, and adding to any nonnegative
density `f` its screw image gives a nonnegative density invariant under the operation. -/
theorem screw_witness (M : ℕ) {f : (Fin 3 → ZMod (2 * M)) → ℝ} (hf : ∀ x, 0 ≤ f x) :
    IsUnit (screwR (2 * M)) ∧
      (∀ x, 0 ≤ f x + f (act (screwR (2 * M)) (screwT M) x)) ∧
      IsInvariant (fun x => f x + f (act (screwR (2 * M)) (screwT M) x))
        (screwR (2 * M)) (screwT M) := by
  have hsq : screwR (2 * M) * screwR (2 * M) = 1 := by
    ext i j
    fin_cases i <;> fin_cases j <;> simp [screwR, Matrix.mul_apply, Fin.sum_univ_succ]
  refine ⟨⟨⟨_, _, hsq, hsq⟩, rfl⟩, fun x => add_nonneg (hf _) (hf _), fun x => ?_⟩
  -- two half-period translations make a full period
  have hM : (M : ZMod (2 * M)) + (M : ZMod (2 * M)) = 0 := by
    rw [← Nat.cast_add, ← two_mul]
    exact ZMod.natCast_self _
  have h : act (screwR (2 * M)) (screwT M) (act (screwR (2 * M)) (screwT M) x) = x := by
    ext i
    fin_cases i <;>
      simp [act, screwR, screwT, dotProduct, Fin.sum_univ_succ, add_assoc, hM]
  show f _ + f (act _ _ (act _ _ x)) = f x + f _
  rw [h, add_comm]

end PattersonSymmetry
```

```lean
#print axioms PattersonSymmetry.patterson_symmetry_and_harker
-- 'PattersonSymmetry.patterson_symmetry_and_harker' depends on axioms: [propext, Classical.choice, Quot.sound]
#print axioms PattersonSymmetry.harker_section
-- 'PattersonSymmetry.harker_section' depends on axioms: [propext, Classical.choice, Quot.sound]
#print axioms PattersonSymmetry.screw_harker_peak
-- 'PattersonSymmetry.screw_harker_peak' depends on axioms: [propext, Classical.choice, Quot.sound]
```

## From the substitutions to the Lean proofs

`act_bijective` is the permutation argument. `add_right_cancel` removes $t$, the left inverse `S` removes $R$, and `Finite.injective_iff_bijective` turns injectivity into bijectivity.

`patterson_rotation` proves $P(Ru) = P(u)$. The substitution $y = gx$ is the call to `sum_comp` on the bijection. After `Finset.sum_congr` has reduced the goal to a single term, `h` states that $gx + Ru = g(x+u)$. The last line rewrites with `h` and then uses invariance twice, once for each factor. Nonnegativity is not assumed in this lemma.

`harker_sum_le` is the stronger bound. The equation `hP` moves the origin of the sum to $x$ by means of `Equiv.addLeft x`. The `calc` block then has two steps. The equality replaces each square by a Patterson term: membership in the filtered sum supplies $Rv = v$, and `h` identifies $x + v + d$ with $g(x+v)$. The inequality extends the sum to all $v$ through `Finset.sum_le_sum_of_subset_of_nonneg`, and this is where the sign of the density is used. Invertibility of $R$ plays no part, because nothing is substituted through $g$.

`harker_peak` extracts the term $v = 0$ with `Finset.single_le_sum`; the required membership is `Matrix.mulVec_zero R`, that is, $R0 = 0$.

`patterson_symmetry_and_harker` assembles the main result. Two of its three parts are the lemmas above. The remaining part, $P(u) = P(-u)$, is proved on the spot: `Equiv.addRight u` shifts the summation variable, `add_neg_cancel_right` simplifies $x + u - u$, and `mul_comm` exchanges the two factors.

`harker_section` expands the dot product over the difference and the sum. `Matrix.dotProduct_mulVec` moves $R$ from $x$ onto $w$, where `hw` absorbs it, and `ring` cancels the two equal terms.

For the screw axis, `screwR` and `screwT` hold the matrix and the translation. The proof of `screw_harker_peak` computes the Harker vector one coordinate at a time, with `fin_cases i` producing the three cases, and then applies `harker_peak`.

`screw_witness` supplies the symmetrised density. Its `hsq` says that the matrix squares to the identity, so the matrix is its own inverse. Its `hM` says that $M + M = 0$ modulo $2M$, and `h` combines the coordinates into $g(gx) = x$. Invariance of $f(x) + f(gx)$ is then the commutativity of addition.
